# The energy of one Gaussian in a repulsive Gaussian core falls to zero with its exponent

## Trial function, potential and energy

Atomic units are used throughout. An s-type trial function u(r) in a potential V(r) has the radial energy

E = ∫ (u'²/2 + V u²) r² dr / ∫ u² r² dr,

with both integrals over r > 0. The factor 4π from the angles cancels, and the denominator normalises u. The trial function and the potential are

u(r) = exp(−a r²), V(r) = c exp(−b r²), with a > 0, b > 0 and c ≥ 0.

The constant c is the strength of the repulsion that an extra electron feels from a neutral core, and 1/√b is its range. Both are postulated. The sign of c puts the model in the unbound case: nothing attracts the electron.

## Closed form and its consequences

The energy is

E(a) = 3a/2 + c (2a/(2a+b))^(3/2).

It is positive, strictly increasing in a, and tends to 0 as a → 0⁺. Every positive energy belongs to exactly one exponent, and E(a)/a → 3/2 as a → 0⁺.

To derive the closed form, write M_n(p) = ∫ rⁿ exp(−p r²) dr over r > 0, for p > 0. The substitution t = p r² gives

M_2(p) = p^(−3/2) Γ(3/2)/2,

and integration by parts gives M_4(p) = 3/(2p) · M_2(p). Since u' = −2a r u, the integrand of the numerator is

2a² r⁴ exp(−2a r²) + c r² exp(−(2a+b) r²).

Dividing its integral by the norm M_2(2a) yields

E(a) = 2a² · 3/(4a) + c M_2(2a+b)/M_2(2a) = 3a/2 + c (2a/(2a+b))^(3/2).

Both terms are nonnegative and the first is positive, so E(a) > 0. The fraction 2a/(2a+b) = 1 − b/(2a+b) grows with a, so the core term does not decrease, while the kinetic term strictly increases. At a = 0 the closed form is continuous and equals 0, which gives the limit.

For a target energy ε > 0, the closed form is 0 at a = 0 and at least ε at a = 2ε/3, where the kinetic term alone equals ε. By continuity some a with 0 < a ≤ 2ε/3 gives ε, and strict monotonicity makes it unique. Finally,

E(a)/a = 3/2 + c · 2/(2a+b) · (2a/(2a+b))^(1/2),

whose second term vanishes as a → 0⁺. To leading order a diffuse Gaussian has only kinetic energy.

For an unbound anion treated with this one-electron, one-function model, a positive computed energy therefore reflects the chosen exponent as well as the core, and a more diffuse function always lowers it. The model has no electron correlation, polarisation attraction, nonlocal core projectors or mixing of several basis functions.

The same calculation by hand handles a finite sum of repulsive Gaussians, V = Σ c_k exp(−b_k r²) with all c_k ≥ 0 and b_k > 0. The core term becomes Σ c_k (2a/(2a+b_k))^(3/2), and the arguments for positivity, monotonicity, both limits and the unique exponent carry over term by term.

## The energy as an integral in Lean

```lean
import Mathlib

open MeasureTheory Set Filter
open scoped Topology

namespace DiffuseAnion

noncomputable section
```

The quotient is defined for arbitrary real functions `V` and `u`, with Mathlib's derivative `deriv` and integrals over `Ioi 0`, the half-line r > 0.

```lean
/-- Radial energy quotient of an s-type trial function `u` in the potential `V`, in atomic units,
for `u` differentiable on `r > 0` with finite nonzero norm and integrable energy density. -/
def radialEnergy (V u : ℝ → ℝ) : ℝ :=
  (∫ r in Ioi (0 : ℝ), (deriv u r ^ 2 / 2 + V r * u r ^ 2) * r ^ 2) /
    (∫ r in Ioi (0 : ℝ), u r ^ 2 * r ^ 2)
```

The trial function is not normalised; the quotient takes care of that.

```lean
/-- The s-type Gaussian basis function with exponent `a`. -/
def gaussian (a r : ℝ) : ℝ := Real.exp (-a * r ^ 2)

/-- The Gaussian core potential with strength `c` and exponent `b`. -/
def corePotential (b c r : ℝ) : ℝ := c * Real.exp (-b * r ^ 2)
```

The energy to be studied is the quotient for these two functions. Its arguments come in the order `b c a`, so that `anionEnergy b c` is a function of the exponent alone.

```lean
/-- Energy of an electron described by one Gaussian of exponent `a > 0` in the core potential with
strength `c` and exponent `b > 0`. -/
def anionEnergy (b c a : ℝ) : ℝ := radialEnergy (corePotential b c) (gaussian a)
```

## Gaussian moments

Splitting the integral of a sum requires each part to be integrable, which the first lemma supplies for every natural power of r.

```lean
/-- Every radial moment of a Gaussian with positive exponent is integrable. -/
theorem integrable_moment (n : ℕ) {p : ℝ} (hp : 0 < p) :
    Integrable (fun r : ℝ => r ^ n * Real.exp (-p * r ^ 2)) (volume.restrict (Ioi 0)) := by
  have hn : (-1 : ℝ) < n := by
    have : (0 : ℝ) ≤ n := n.cast_nonneg
    linarith
  have h := integrableOn_rpow_mul_exp_neg_mul_sq hp hn
  simpa only [IntegrableOn, Real.rpow_natCast] using h
```

The second moment comes from Mathlib's general Gamma-function integral, with powers 2 and 2.

```lean
/-- The second radial moment of a Gaussian with exponent `p > 0` scales as `p ^ (-3/2)`. -/
theorem moment_two {p : ℝ} (hp : 0 < p) :
    ∫ r in Ioi (0 : ℝ), r ^ 2 * Real.exp (-p * r ^ 2) =
      p ^ (-(3 / 2) : ℝ) * (Real.Gamma (3 / 2) / 2) := by
  have h := integral_rpow_mul_exp_neg_mul_rpow (p := 2) (q := 2) (b := p)
    two_pos (by norm_num) hp
  simp only [Real.rpow_two] at h
  rw [h, show (-(2 + 1) / 2 : ℝ) = -(3 / 2) by norm_num,
    show ((2 + 1) / 2 : ℝ) = 3 / 2 by norm_num]
  ring
```

For the fourth moment, the recursion Γ(5/2) = (3/2) Γ(3/2) does the work of the integration by parts.

```lean
/-- For a Gaussian with exponent `p > 0`, the fourth radial moment is `3 / (2p)` times the
second. -/
theorem moment_four {p : ℝ} (hp : 0 < p) :
    ∫ r in Ioi (0 : ℝ), r ^ 4 * Real.exp (-p * r ^ 2) =
      3 / (2 * p) * ∫ r in Ioi (0 : ℝ), r ^ 2 * Real.exp (-p * r ^ 2) := by
  have h := integral_rpow_mul_exp_neg_mul_rpow (p := 2) (q := 4) (b := p)
    two_pos (by norm_num) hp
  have h4 : ∀ x : ℝ, x ^ (4 : ℝ) = x ^ 4 := fun x => by
    exact_mod_cast Real.rpow_natCast x 4
  simp only [Real.rpow_two, h4] at h
  -- the recursion of the Gamma function lowers the moment
  rw [h, moment_two hp, show (-(4 + 1) / 2 : ℝ) = -(3 / 2) - 1 by norm_num,
    show ((4 + 1) / 2 : ℝ) = 3 / 2 + 1 by norm_num,
    Real.rpow_sub_one hp.ne', Real.Gamma_add_one (by norm_num)]
  ring
```

## From the derivative to the closed form

The chain rule gives u' = −2a r u.

```lean
/-- The slope of the Gaussian basis function is `-2 a r` times the function itself. -/
theorem deriv_gaussian (a r : ℝ) : deriv (gaussian a) r = -2 * a * r * gaussian a r := by
  have h2 : HasDerivAt (fun x : ℝ => x ^ 2) (2 * r) r := by
    simpa using hasDerivAt_pow 2 r
  have h : HasDerivAt (gaussian a) (-2 * a * r * gaussian a r) r :=
    ((h2.const_mul (-a)).exp).congr_deriv (by unfold gaussian; ring)
  exact h.deriv
```

In the next theorem, `hsq` squares the Gaussian, `hN` rewrites the energy density as the two-term integrand above, and `hD` does the same for the norm. The integral is then split and the moments inserted. The last lines name the two powers and the Gamma value `x`, `y` and `g`, all positive, and cancel them. The sign of `c` is not restricted here.

```lean
/-- For positive exponents `a` and `b`, the energy is the kinetic part `3a/2` plus the
core-potential part `c (2a/(2a+b))^(3/2)`. -/
theorem anionEnergy_eq {a b : ℝ} (c : ℝ) (ha : 0 < a) (hb : 0 < b) :
    anionEnergy b c a = 3 * a / 2 + c * (2 * a / (2 * a + b)) ^ (3 / 2 : ℝ) := by
  have h2a : 0 < 2 * a := by positivity
  have hab : 0 < 2 * a + b := by positivity
  have hsq : ∀ r, gaussian a r ^ 2 = Real.exp (-(2 * a) * r ^ 2) := fun r => by
    rw [pow_two (gaussian a r), gaussian, ← Real.exp_add]
    congr 1
    ring
  have hN : ∀ r, (deriv (gaussian a) r ^ 2 / 2 + corePotential b c r * gaussian a r ^ 2) * r ^ 2
      = 2 * a ^ 2 * (r ^ 4 * Real.exp (-(2 * a) * r ^ 2))
        + c * (r ^ 2 * Real.exp (-(2 * a + b) * r ^ 2)) := fun r => by
    have hp : Real.exp (-(2 * a + b) * r ^ 2)
        = Real.exp (-b * r ^ 2) * Real.exp (-(2 * a) * r ^ 2) := by
      rw [← Real.exp_add]
      congr 1
      ring
    rw [deriv_gaussian, hp, mul_pow, hsq, corePotential]
    ring
  have hD : ∀ r, gaussian a r ^ 2 * r ^ 2 = r ^ 2 * Real.exp (-(2 * a) * r ^ 2) := fun r => by
    rw [hsq, mul_comm]
  -- split the energy into moments of two Gaussians
  simp only [anionEnergy, radialEnergy, hN, hD]
  rw [integral_add ((integrable_moment 4 h2a).const_mul _)
      ((integrable_moment 2 hab).const_mul _),
    integral_const_mul, integral_const_mul, moment_four h2a, moment_two h2a, moment_two hab,
    Real.rpow_neg h2a.le, Real.rpow_neg hab.le, Real.div_rpow h2a.le hab.le]
  have hx := Real.rpow_pos_of_pos h2a (3 / 2)
  have hy := Real.rpow_pos_of_pos hab (3 / 2)
  have hg : 0 < Real.Gamma (3 / 2) := Real.Gamma_pos_of_pos (by norm_num)
  generalize (2 * a) ^ (3 / 2 : ℝ) = x at *
  generalize (2 * a + b) ^ (3 / 2 : ℝ) = y at *
  generalize Real.Gamma (3 / 2) = g at *
  field_simp
```

## Positivity, monotonicity and the diffuse limit

Continuity is proved on `Ici 0`, which includes the endpoint a = 0. There the denominator 2a + b equals b and is still positive.

```lean
/-- For `b > 0` the closed form of the energy is continuous in the exponent down to zero. -/
theorem continuousOn_closedForm {b : ℝ} (c : ℝ) (hb : 0 < b) :
    ContinuousOn (fun a : ℝ => 3 * a / 2 + c * (2 * a / (2 * a + b)) ^ (3 / 2 : ℝ)) (Ici 0) := by
  have hq : ContinuousOn (fun a : ℝ => 2 * a / (2 * a + b)) (Ici 0) := by
    refine ContinuousOn.div (by fun_prop) (by fun_prop) fun a ha => ?_
    have : 0 ≤ a := ha
    positivity
  have hk : ContinuousOn (fun a : ℝ => 3 * a / 2) (Ici 0) := by fun_prop
  exact hk.add (continuousOn_const.mul
    (hq.rpow_const fun _ _ => Or.inr (by norm_num)))
```

The main theorem joins three statements: positivity for each a > 0, strict monotonicity on `Ioi 0`, and the limit, where `𝓝[>] 0` means approach from above. For monotonicity, `hq` compares the two fractions by cross-multiplication, which reduces to a b ≤ a' b. The strict inequality comes from the kinetic term, so c = 0, the free electron, is included. For the limit, the continuous closed form is replaced by the energy at positive exponents, where the two agree.

```lean
/-- In a core potential with `b > 0` and `c ≥ 0`, the energy of a single Gaussian is positive,
strictly increasing in its exponent, and tends to zero as the exponent tends to zero. -/
theorem anionEnergy_pos_strictMono_tendsto {b c : ℝ} (hb : 0 < b) (hc : 0 ≤ c) :
    (∀ a, 0 < a → 0 < anionEnergy b c a) ∧ StrictMonoOn (anionEnergy b c) (Ioi 0) ∧
      Tendsto (anionEnergy b c) (𝓝[>] 0) (𝓝 0) := by
  refine ⟨fun a ha => ?_, fun a ha a' ha' h => ?_, ?_⟩
  · rw [anionEnergy_eq c ha hb]
    positivity
  · have h0 : 0 < a := ha
    have h0' : 0 < a' := ha'
    rw [anionEnergy_eq c h0 hb, anionEnergy_eq c h0' hb]
    -- a tighter Gaussian overlaps more with the core
    have hq : 2 * a / (2 * a + b) ≤ 2 * a' / (2 * a' + b) := by
      rw [div_le_div_iff₀ (by positivity) (by positivity)]
      nlinarith [mul_lt_mul_of_pos_right h hb]
    have hr := Real.rpow_le_rpow (by positivity) hq (by norm_num : (0 : ℝ) ≤ 3 / 2)
    have := mul_le_mul_of_nonneg_left hr hc
    linarith
  · have h := (continuousOn_closedForm c hb 0 self_mem_Ici).mono_left
      (nhdsWithin_mono 0 Ioi_subset_Ici_self)
    have hz : (0 : ℝ) ^ (3 / 2 : ℝ) = 0 := Real.zero_rpow (by norm_num)
    simp only [mul_zero, zero_div, hz, add_zero] at h
    refine h.congr' ?_
    filter_upwards [self_mem_nhdsWithin] with a ha
    exact (anionEnergy_eq c ha hb).symm
```

## One exponent for each positive energy

The symbol `∃!` states that a suitable exponent exists and is the only one. The intermediate value theorem is applied on the interval from 0 to 2ε/3, with `hmem` checking that ε lies between the endpoint values. The exponent found cannot be 0, because the closed form vanishes there and ε > 0. Uniqueness uses the injectivity that follows from strict monotonicity.

```lean
/-- In a core potential with `b > 0` and `c ≥ 0`, every positive energy `ε` is produced by exactly
one positive Gaussian exponent. -/
theorem existsUnique_exponent {b c ε : ℝ} (hb : 0 < b) (hc : 0 ≤ c) (hε : 0 < ε) :
    ∃! a, 0 < a ∧ anionEnergy b c a = ε := by
  have hz : (0 : ℝ) ^ (3 / 2 : ℝ) = 0 := Real.zero_rpow (by norm_num)
  have hm : 0 ≤ 2 * ε / 3 := by positivity
  -- the kinetic part alone reaches `ε` at exponent `2ε/3`
  have hi := intermediate_value_Icc hm ((continuousOn_closedForm c hb).mono Icc_subset_Ici_self)
  have hmem : ε ∈ Icc (3 * (0 : ℝ) / 2 + c * (2 * 0 / (2 * 0 + b)) ^ (3 / 2 : ℝ))
      (3 * (2 * ε / 3) / 2 +
        c * (2 * (2 * ε / 3) / (2 * (2 * ε / 3) + b)) ^ (3 / 2 : ℝ)) := by
    constructor
    · simp only [mul_zero, zero_div, hz, add_zero]
      exact hε.le
    · have : 0 ≤ c * (2 * (2 * ε / 3) / (2 * (2 * ε / 3) + b)) ^ (3 / 2 : ℝ) := by positivity
      linarith
  obtain ⟨a, ha, hae⟩ := hi hmem
  have ha0 : 0 < a := by
    refine lt_of_le_of_ne ha.1 fun h => ?_
    subst h
    simp only [mul_zero, zero_div, hz, add_zero] at hae
    exact hε.ne hae
  have haE : anionEnergy b c a = ε := (anionEnergy_eq c ha0 hb).trans hae
  refine ⟨a, ⟨ha0, haE⟩, fun a' h' => ?_⟩
  exact (anionEnergy_pos_strictMono_tendsto hb hc).2.1.injOn h'.1 ha0 (h'.2.trans haE.symm)
```

## The slope at small exponents

The last theorem again allows any real `c`. It proves continuity at 0 of the expression for E(a)/a derived above, evaluates it there as 3/2, and then shows that it equals the ratio for a > 0. The key rewriting splits the power 3/2 into 1 + 1/2, which frees one factor of a to cancel the denominator.

```lean
/-- For `b > 0`, the ratio of the energy to the Gaussian exponent tends to `3/2` as the exponent
tends to zero from above. -/
theorem tendsto_energy_div_exponent {b : ℝ} (c : ℝ) (hb : 0 < b) :
    Tendsto (fun a => anionEnergy b c a / a) (𝓝[>] 0) (𝓝 (3 / 2)) := by
  have hd : (2 * (0 : ℝ) + b) ≠ 0 := by simpa using hb.ne'
  have hden : ContinuousAt (fun a : ℝ => 2 * a + b) 0 := by fun_prop
  have hnum : ContinuousAt (fun a : ℝ => 2 * a) 0 := by fun_prop
  have h : ContinuousAt (fun a : ℝ =>
      3 / 2 + c * (2 / (2 * a + b)) * (2 * a / (2 * a + b)) ^ (1 / 2 : ℝ)) 0 :=
    continuousAt_const.add ((continuousAt_const.mul (continuousAt_const.div hden hd)).mul
      ((hnum.div hden hd).rpow_const (Or.inr (by norm_num))))
  have ht := h.tendsto.mono_left (nhdsWithin_le_nhds (s := Ioi 0))
  have hz : (0 : ℝ) ^ (1 / 2 : ℝ) = 0 := Real.zero_rpow (by norm_num)
  simp only [mul_zero, zero_div, hz, add_zero] at ht
  refine ht.congr' ?_
  filter_upwards [self_mem_nhdsWithin] with a ha
  have ha0 : 0 < a := ha
  have hq : 0 < 2 * a / (2 * a + b) := by positivity
  -- one full power of the exponent factors out of the core term
  rw [anionEnergy_eq c ha0 hb, show (3 / 2 : ℝ) = 1 + 1 / 2 by norm_num,
    Real.rpow_add hq, Real.rpow_one]
  generalize (2 * a / (2 * a + b)) ^ (1 / 2 : ℝ) = s
  have hab : 2 * a + b ≠ 0 := by positivity
  field_simp
  ring

end

end DiffuseAnion
```

```lean
#print axioms DiffuseAnion.existsUnique_exponent
-- 'DiffuseAnion.existsUnique_exponent' depends on axioms: [propext, Classical.choice, Quot.sound]
#print axioms DiffuseAnion.tendsto_energy_div_exponent
-- 'DiffuseAnion.tendsto_energy_div_exponent' depends on axioms: [propext, Classical.choice, Quot.sound]
```
